# Massless shells with positive definite stiffness add no finite vibrational frequencies and never raise the lowest one above its frozen-shell value

In the shell model of an ionic crystal, a polarisable ion is a core with mass, coupled by springs to a shell without mass that stands for its outer electrons. The mass matrix is then singular, so one may ask how many vibrational frequencies are left, and how the lowest of them compares with its value when the shells are held fixed.

```lean
import Mathlib

open Matrix

namespace MasslessShells

noncomputable section

variable {n m : Type*} [Fintype n] [DecidableEq n] [Fintype m] [DecidableEq m]

/-- Force-constant matrix of cores and shells: core block `A`, coupling `B`, shell block `D`. -/
def shellForce (A : Matrix n n ℝ) (B : Matrix n m ℝ) (D : Matrix m m ℝ) :
    Matrix (n ⊕ m) (n ⊕ m) ℝ := fromBlocks A B Bᵀ D

/-- Mass matrix in which the cores have mass matrix `M` and the shells `m` have no mass. -/
def coreMass (m : Type*) (M : Matrix n n ℝ) : Matrix (n ⊕ m) (n ⊕ m) ℝ :=
  fromBlocks M 0 0 0

/-- The real squared frequencies `z` of `K u = z S u` with a nonzero displacement `u`. -/
def squaredFrequencies (K S : Matrix n n ℝ) : Set ℝ :=
  {z | ∃ u : n → ℝ, u ≠ 0 ∧ K *ᵥ u = z • (S *ᵥ u)}

/-- Number of independent complex solutions `u` of `K u = z S u` at a complex number `z`. -/
def multiplicity (K S : Matrix n n ℝ) (z : ℂ) : ℕ :=
  Module.finrank ℂ (LinearMap.ker
    (K.map Complex.ofRealHom - z • S.map Complex.ofRealHom).mulVecLin)

/-- A real symmetric matrix is diagonalized by an orthogonal matrix; if it is positive
definite, the diagonal entries are positive. -/
theorem exists_orthogonal_diagonalization {S : Matrix n n ℝ} (hS : S.IsHermitian) :
    ∃ (V : Matrix n n ℝ) (d : n → ℝ), Vᵀ * S * V = diagonal d ∧ Vᵀ * V = 1 ∧
      (S.PosDef → ∀ i, 0 < d i) := by
  have hU : (hS.eigenvectorUnitary : Matrix n n ℝ)ᵀ *
      (hS.eigenvectorUnitary : Matrix n n ℝ) = 1 := by
    have h := mem_unitaryGroup_iff'.1 hS.eigenvectorUnitary.2
    rwa [star_eq_conjTranspose, conjTranspose_eq_transpose_of_trivial] at h
  have hSU : S * (hS.eigenvectorUnitary : Matrix n n ℝ) =
      (hS.eigenvectorUnitary : Matrix n n ℝ) * diagonal hS.eigenvalues := by
    ext i j
    have h := congrFun (hS.mulVec_eigenvectorBasis j) i
    rw [mul_diagonal, mul_comm]
    exact h
  refine ⟨_, hS.eigenvalues, ?_, hU, fun h i => h.eigenvalues_pos i⟩
  rw [Matrix.mul_assoc, hSU, ← Matrix.mul_assoc, hU, Matrix.one_mul]

/-- For a positive definite mass matrix `M` and symmetric force constants `C` there are
mass-orthonormal normal modes, the columns of `Q`, in which `C` is diagonal. -/
theorem exists_normal_modes {M C : Matrix n n ℝ} (hM : M.PosDef) (hC : Cᵀ = C) :
    ∃ (Q : Matrix n n ℝ) (w : n → ℝ), Qᵀ * M * Q = 1 ∧ Qᵀ * C * Q = diagonal w := by
  -- mass-weighted coordinates
  obtain ⟨P, hP⟩ : ∃ P : Matrix n n ℝ, Pᵀ * M * P = 1 := by
    obtain ⟨V, d, hV, -, hd⟩ := exists_orthogonal_diagonalization hM.isHermitian
    refine ⟨V * diagonal (fun i => (√(d i))⁻¹), ?_⟩
    calc _ = diagonal (fun i => (√(d i))⁻¹) * (Vᵀ * M * V) *
          diagonal (fun i => (√(d i))⁻¹) := by
            simp only [transpose_mul, diagonal_transpose, Matrix.mul_assoc]
      _ = 1 := by
        rw [hV, diagonal_mul_diagonal, diagonal_mul_diagonal, ← diagonal_one]
        refine congrArg diagonal (funext fun i => ?_)
        have h0 : √(d i) ≠ 0 := (Real.sqrt_pos.2 (hd hM i)).ne'
        have h1 : √(d i) * √(d i) = d i := Real.mul_self_sqrt (hd hM i).le
        calc (√(d i))⁻¹ * d i * (√(d i))⁻¹
            = (√(d i))⁻¹ * (√(d i) * √(d i)) * (√(d i))⁻¹ := by rw [h1]
          _ = 1 := by field_simp
  have hH : (Pᵀ * C * P).IsHermitian := by
    rw [IsHermitian, conjTranspose_eq_transpose_of_trivial]
    simp only [transpose_mul, transpose_transpose, hC, Matrix.mul_assoc]
  obtain ⟨V, w, hV, hVV, -⟩ := exists_orthogonal_diagonalization hH
  refine ⟨P * V, w, ?_, ?_⟩
  · calc _ = Vᵀ * (Pᵀ * M * P) * V := by simp only [transpose_mul, Matrix.mul_assoc]
      _ = 1 := by rw [hP, Matrix.mul_one, hVV]
  · rw [← hV]
    simp only [transpose_mul, Matrix.mul_assoc]

variable {A M : Matrix n n ℝ} {B : Matrix n m ℝ} {D : Matrix m m ℝ}

/-- For symmetric `A` and positive definite `M` and `D`, an invertible change of coordinates
turns the force constants into `diag(w, 1)` and the masses into `diag(1, 0)`. -/
theorem exists_pencil_coordinates (hA : A.IsSymm) (hM : M.PosDef) (hD : D.PosDef) :
    ∃ (W : Matrix (n ⊕ m) (n ⊕ m) ℝ) (w : n → ℝ), IsUnit W.det ∧
      Wᵀ * shellForce A B D * W = diagonal (Sum.elim w fun _ => 1) ∧
      Wᵀ * coreMass m M * W = diagonal (Sum.elim (fun _ => 1) fun _ => 0) := by
  have hDt : Dᵀ = D := by
    rw [← conjTranspose_eq_transpose_of_trivial]
    exact hD.isHermitian
  have hDu : IsUnit D.det := hD.det_pos.ne'.isUnit
  have hC : (A - B * D⁻¹ * Bᵀ)ᵀ = A - B * D⁻¹ * Bᵀ := by
    simp only [transpose_sub, transpose_mul, transpose_transpose, transpose_nonsing_inv,
      hDt, hA.eq, Matrix.mul_assoc]
  obtain ⟨Q, w, hQM, hQC⟩ := exists_normal_modes hM hC
  obtain ⟨R, -, hR, -⟩ := exists_normal_modes hD hDt
  -- `E` is the displacement of shells that follow the core modes `Q`
  obtain ⟨E, hE⟩ : ∃ E, E = -(D⁻¹ * (Bᵀ * Q)) := ⟨_, rfl⟩
  have hDE : D * E = -(Bᵀ * Q) := by
    rw [hE, Matrix.mul_neg, ← Matrix.mul_assoc, mul_nonsing_inv _ hDu, Matrix.one_mul]
  have hED : Eᵀ * D = -(Qᵀ * B) := by
    have h := congrArg transpose hDE
    simpa only [transpose_mul, transpose_neg, transpose_transpose, hDt] using h
  have h11 : Qᵀ * (A * Q + B * E) = diagonal w := by
    rw [← hQC, hE]
    simp only [Matrix.mul_sub, Matrix.sub_mul, Matrix.mul_neg, Matrix.mul_add,
      Matrix.mul_assoc]
    abel
  have h12 : Qᵀ * (B * R) + Eᵀ * (D * R) = 0 := by
    rw [← Matrix.mul_assoc, ← Matrix.mul_assoc, hED, Matrix.neg_mul, add_neg_cancel]
  have h21 : Bᵀ * Q + D * E = 0 := by rw [hDE, add_neg_cancel]
  rw [Matrix.mul_assoc] at hR hQM
  refine ⟨fromBlocks Q 0 E R, w, ?_, ?_, ?_⟩
  · rw [det_fromBlocks_zero₁₂]
    rw [← Matrix.mul_assoc] at hR hQM
    exact (isUnit_det_of_left_inverse hQM).mul (isUnit_det_of_left_inverse hR)
  · rw [shellForce, fromBlocks_transpose, Matrix.mul_assoc, fromBlocks_multiply,
      fromBlocks_multiply, ← fromBlocks_diagonal]
    simp only [h21, transpose_zero, Matrix.mul_zero, Matrix.zero_mul, zero_add, add_zero,
      h11, h12, hR, diagonal_one]
  · rw [coreMass, fromBlocks_transpose, Matrix.mul_assoc, fromBlocks_multiply,
      fromBlocks_multiply, ← fromBlocks_diagonal]
    simp only [transpose_zero, Matrix.mul_zero, Matrix.zero_mul, add_zero, hQM,
      diagonal_one, diagonal_zero]

/-- For symmetric `A` and positive definite `M` and `D` there are real numbers `w i`, one per
core coordinate, such that each complex `z` has as multiplicity the number of `i` with
`w i = z`. -/
theorem exists_frequencies (hA : A.IsSymm) (hM : M.PosDef) (hD : D.PosDef) :
    ∃ w : n → ℝ, ∀ z : ℂ, multiplicity (shellForce A B D) (coreMass m M) z =
      (Finset.univ.filter fun i => (w i : ℂ) = z).card := by
  obtain ⟨W, w, hW, hK, hS⟩ := exists_pencil_coordinates (B := B) hA hM hD
  refine ⟨w, fun z => ?_⟩
  let F := Complex.ofRealHom.mapMatrix (m := n ⊕ m)
  let g : n ⊕ m → ℂ := Sum.elim (fun i => (w i : ℂ) - z) fun _ => 1
  have hu : ∀ X : Matrix (n ⊕ m) (n ⊕ m) ℝ, IsUnit X.det → IsUnit (F X).det := by
    intro X hX
    rw [← RingHom.map_det]
    exact hX.map _
  have hT : F Wᵀ * (F (shellForce A B D) - z • F (coreMass m M)) * F W = diagonal g := by
    rw [Matrix.mul_sub, Matrix.sub_mul, Matrix.mul_smul, Matrix.smul_mul, ← map_mul,
      ← map_mul, ← map_mul, ← map_mul, hK, hS]
    ext i j
    by_cases h : i = j
    · subst h
      cases i <;> simp [F, g]
    · simp [F, h]
  -- an invertible change of coordinates keeps the rank
  have hr : (F (shellForce A B D) - z • F (coreMass m M)).rank = (diagonal g).rank := by
    rw [← hT, rank_mul_eq_left_of_isUnit_det _ _ (hu W hW),
      rank_mul_eq_right_of_isUnit_det _ _ (hu Wᵀ (by rwa [det_transpose]))]
  have rn := LinearMap.finrank_range_add_finrank_ker
    (F (shellForce A B D) - z • F (coreMass m M)).mulVecLin
  change (F (shellForce A B D) - z • F (coreMass m M)).rank +
    multiplicity (shellForce A B D) (coreMass m M) z = _ at rn
  rw [Module.finrank_fintype_fun_eq_card, hr, rank_diagonal, Fintype.card_subtype,
    Finset.card_filter, Fintype.sum_sum_type, Fintype.card_sum] at rn
  have e1 : (∑ i : n, if g (Sum.inl i) ≠ 0 then 1 else 0) +
      (∑ i : n, if (w i : ℂ) = z then 1 else 0) = Fintype.card n := by
    rw [← Finset.sum_add_distrib, ← Finset.card_univ, Finset.card_eq_sum_ones]
    refine Finset.sum_congr rfl fun i _ => ?_
    by_cases h : (w i : ℂ) = z <;> simp [g, h, sub_eq_zero]
  have e2 : (∑ j : m, if g (Sum.inr j) ≠ 0 then 1 else 0) = Fintype.card m := by
    simp [g]
  rw [Finset.card_filter]
  omega

/-- For symmetric `A` and positive definite `M` and `D`, the multiplicities of all finite
squared frequencies add up to the number of core coordinates. -/
theorem count_frequencies (hA : A.IsSymm) (hM : M.PosDef) (hD : D.PosDef) :
    ∑ᶠ z : ℂ, multiplicity (shellForce A B D) (coreMass m M) z = Fintype.card n := by
  obtain ⟨w, hw⟩ := exists_frequencies (B := B) hA hM hD
  simp only [hw]
  rw [finsum_eq_sum_of_support_subset (s := Finset.univ.image fun i => (w i : ℂ)),
    ← Finset.card_eq_sum_card_image, Finset.card_univ]
  intro z hz
  obtain ⟨i, hi⟩ := Finset.card_ne_zero.1 hz
  simpa using ⟨i, (Finset.mem_filter.1 hi).2⟩

/-- Rayleigh principle with massless shells: for symmetric `A`, positive definite `M` and `D`
and at least one core coordinate, a lowest squared frequency `z₀` exists, and
`z₀ (v·Sv) ≤ v·Kv` for every displacement `v`. -/
theorem rayleigh_principle [Nonempty n] (hA : A.IsSymm) (hM : M.PosDef) (hD : D.PosDef) :
    ∃ z₀, IsLeast (squaredFrequencies (shellForce A B D) (coreMass m M)) z₀ ∧
      ∀ v, z₀ * (v ⬝ᵥ coreMass m M *ᵥ v) ≤ v ⬝ᵥ shellForce A B D *ᵥ v := by
  obtain ⟨W, w, hW, hK, hS⟩ := exists_pencil_coordinates (B := B) hA hM hD
  obtain ⟨i₀, hi⟩ := Finite.exists_min w
  have hsurj : ∀ v, ∃ c, v = W *ᵥ c := fun v =>
    ⟨W⁻¹ *ᵥ v, by rw [mulVec_mulVec, mul_nonsing_inv _ hW, one_mulVec]⟩
  have hinj : Function.Injective W.mulVec :=
    mulVec_injective_of_isUnit ((isUnit_iff_isUnit_det _).2 hW)
  have hinjT : Function.Injective Wᵀ.mulVec :=
    mulVec_injective_of_isUnit ((isUnit_iff_isUnit_det _).2 (by rwa [det_transpose]))
  -- the equation of motion and the quadratic forms in the new coordinates
  have hmode : ∀ (z : ℝ) c, shellForce A B D *ᵥ (W *ᵥ c) = z • (coreMass m M *ᵥ (W *ᵥ c)) ↔
      diagonal (Sum.elim w fun _ => 1) *ᵥ c =
        z • (diagonal (Sum.elim (fun _ => 1) fun _ => 0) *ᵥ c) := fun z c =>
    hinjT.eq_iff.symm.trans (by
      simp only [mulVec_smul, mulVec_mulVec, ← Matrix.mul_assoc, hK, hS])
  have hform : ∀ (X : Matrix (n ⊕ m) (n ⊕ m) ℝ) c,
      (W *ᵥ c) ⬝ᵥ X *ᵥ (W *ᵥ c) = c ⬝ᵥ (Wᵀ * X * W) *ᵥ c := by
    intro X c
    rw [← mulVec_mulVec, ← mulVec_mulVec, dotProduct_mulVec c Wᵀ, vecMul_transpose]
  refine ⟨w i₀, ⟨⟨W *ᵥ Pi.single (Sum.inl i₀) 1, ?_, ?_⟩, ?_⟩, ?_⟩
  · intro h
    have h0 := congrFun (hinj (h.trans (mulVec_zero W).symm)) (Sum.inl i₀)
    simp at h0
  · rw [hmode]
    ext k
    simp only [mulVec_diagonal, Pi.smul_apply, smul_eq_mul]
    rcases k with i | j
    · by_cases h : i = i₀ <;> simp [h]
    · simp
  · rintro z ⟨u, hu, he⟩
    obtain ⟨c, rfl⟩ := hsurj u
    by_contra hlt
    have hlt := not_le.1 hlt
    have hc : c = 0 := by
      ext k
      have hk := congrFun ((hmode z c).1 he) k
      simp only [mulVec_diagonal, Pi.smul_apply, smul_eq_mul] at hk
      rcases k with i | j
      · simp only [Sum.elim_inl] at hk
        have h0 : (w i - z) * c (Sum.inl i) = 0 := by linear_combination hk
        exact (mul_eq_zero.1 h0).resolve_left (by linarith [hi i])
      · simpa using hk
    exact hu (by rw [hc, mulVec_zero])
  · intro v
    obtain ⟨c, rfl⟩ := hsurj v
    rw [hform, hform, hK, hS]
    simp only [dotProduct, mulVec_diagonal]
    rw [Finset.mul_sum]
    refine Finset.sum_le_sum fun k _ => ?_
    rcases k with i | j
    · simp only [Sum.elim_inl]
      nlinarith [mul_le_mul_of_nonneg_right (hi i) (mul_self_nonneg (c (Sum.inl i)))]
    · simp only [Sum.elim_inr]
      nlinarith [mul_self_nonneg (c (Sum.inr j))]

/-- For symmetric `A` and positive definite `M` and `D`, the lowest squared frequency `z₀` is at
most the value `a` of any frozen-shell mode `A x = a M x` with `x ≠ 0`, and strictly lower if
`Bᵀ x ≠ 0`. -/
theorem lowest_le_frozen (hA : A.IsSymm) (hM : M.PosDef) (hD : D.PosDef) {z₀ a : ℝ}
    (hz : IsLeast (squaredFrequencies (shellForce A B D) (coreMass m M)) z₀)
    {x : n → ℝ} (hx : x ≠ 0) (hax : A *ᵥ x = a • (M *ᵥ x)) :
    z₀ ≤ a ∧ (Bᵀ *ᵥ x ≠ 0 → z₀ < a) := by
  obtain ⟨i, -⟩ := Function.ne_iff.1 hx
  have : Nonempty n := ⟨i⟩
  obtain ⟨z₁, hz₁, hray⟩ := rayleigh_principle (B := B) hA hM hD
  rw [← hz.unique hz₁] at hray
  have hμ : 0 < x ⬝ᵥ M *ᵥ x := by simpa using hM.dotProduct_mulVec_pos hx
  have hs : ∀ (p r : n → ℝ) (q s : m → ℝ),
      Sum.elim p q ⬝ᵥ Sum.elim r s = p ⬝ᵥ r + q ⬝ᵥ s := by
    intro p r q s
    simp [dotProduct]
  -- trial displacement: cores `x`, shells `y`
  have htrial : ∀ y : m → ℝ, z₀ * (x ⬝ᵥ M *ᵥ x) ≤
      a * (x ⬝ᵥ M *ᵥ x) + 2 * (y ⬝ᵥ Bᵀ *ᵥ x) + y ⬝ᵥ D *ᵥ y := by
    intro y
    have hB : x ⬝ᵥ B *ᵥ y = y ⬝ᵥ Bᵀ *ᵥ x := by
      rw [dotProduct_mulVec, dotProduct_comm, mulVec_transpose]
    have h := hray (Sum.elim x y)
    simp only [shellForce, coreMass, fromBlocks_mulVec, Sum.elim_comp_inl,
      Sum.elim_comp_inr, hs, zero_mulVec, add_zero, dotProduct_zero, dotProduct_add, hax,
      dotProduct_smul, smul_eq_mul, hB] at h
    linarith
  constructor
  · have h := htrial 0
    simp only [zero_dotProduct, mul_zero, add_zero] at h
    exact le_of_mul_le_mul_right h hμ
  · intro hBx
    -- relaxed shells feel no net force
    obtain ⟨y, hy⟩ : ∃ y, D *ᵥ y = -(Bᵀ *ᵥ x) :=
      ⟨D⁻¹ *ᵥ (-(Bᵀ *ᵥ x)), by
        rw [mulVec_mulVec, mul_nonsing_inv _ hD.det_pos.ne'.isUnit, one_mulVec]⟩
    have hy0 : y ≠ 0 := by
      rintro rfl
      rw [mulVec_zero] at hy
      exact hBx (neg_eq_zero.1 hy.symm)
    have hpos : 0 < y ⬝ᵥ D *ᵥ y := by simpa using hD.dotProduct_mulVec_pos hy0
    have h := htrial y
    rw [hy, dotProduct_neg] at h hpos
    exact lt_of_mul_lt_mul_right (by linarith) hμ.le

end

end MasslessShells
```

```lean
#print axioms MasslessShells.count_frequencies
-- 'MasslessShells.count_frequencies' depends on axioms: [propext, Classical.choice, Quot.sound]
#print axioms MasslessShells.lowest_le_frozen
-- 'MasslessShells.lowest_le_frozen' depends on axioms: [propext, Classical.choice, Quot.sound]
```

## Cores, shells and their equation of motion

Let x be the core displacements and y the shell displacements. For a harmonic vibration with squared frequency z = ω², the equations of motion are

A x + B y = z M x
Bᵀ x + D y = 0

The second has no inertial term: the shells sit where no net force acts on them. In the file, `n` labels core coordinates and `m` shell coordinates, both finite in number. `shellForce A B D` is the full force-constant matrix K, and `coreMass m M` is the mass matrix S = diag(M, 0).

The theorems about shells assume that A is symmetric and that M and D are positive definite. For D this means that, with the cores held at their equilibrium positions, every nonzero shell displacement costs energy. K itself need not be positive, so a squared frequency may be zero, as for a free translation, or negative, as for an unstable mode. The letter `w` denotes squared frequencies, not frequencies.

`multiplicity` is the complex dimension of the kernel of K − zS. `squaredFrequencies` collects the real z that have a nonzero real mode vector. The theorems then say:

- `exists_frequencies`: there are real numbers `w i`, one per core coordinate, and the multiplicity of any complex z is the number of i with `w i` = z. No finite squared frequency is therefore non-real.
- `count_frequencies`: the multiplicities, summed over all complex z, give the number of core coordinates.
- `rayleigh_principle`: with at least one core coordinate, a lowest squared frequency z₀ exists, and z₀ (v·Sv) ≤ v·Kv for every displacement v.
- `lowest_le_frozen`: if A x = a M x with x ≠ 0, which is a mode with the shells held at y = 0, then z₀ ≤ a, and z₀ < a whenever Bᵀx ≠ 0, that is, whenever the frozen mode exerts a force on the shells.

For a finite harmonic shell model with real force constants that meets these assumptions, the count tells a user of a generalized eigensolver that accepts a singular mass matrix how many finite eigenvalues to expect, counted with multiplicity. That real electrons follow the nuclei like massless harmonic shells is an assumption of the model. Complex dynamical matrices at a general wavevector lie beyond these real matrices.

## Coordinates in which the shells follow the cores

Eliminating y = −D⁻¹Bᵀx leaves C x = z M x with C = A − B D⁻¹ Bᵀ. The proof turns this elimination into a change of coordinates for the whole system.

First diagonalise M = V diag(d) Vᵀ with V orthogonal and all dᵢ > 0. Then P = V diag(1/√dᵢ) satisfies PᵀMP = 1. The matrix PᵀCP is symmetric, so an orthogonal U diagonalises it, and Q = PU gives

QᵀMQ = 1,  QᵀCQ = diag(w)

This is `exists_normal_modes`, built on `exists_orthogonal_diagonalization`. Applied to D in place of M, it also gives R with RᵀDR = 1.

Now put E = −D⁻¹BᵀQ, the shell displacements that accompany the core modes, and

W = [[Q, 0], [E, R]]

Since BᵀQ + DE = 0 and AQ + BE = CQ,

K W = [[CQ, BR], [0, DR]]

Multiplication by Wᵀ from the left gives the upper right block (QᵀB + EᵀD)R, which vanishes because EᵀD = −QᵀB. Hence

WᵀKW = diag(w, 1),  WᵀSW = diag(1, 0)

and W is invertible because Q and R are. `exists_pencil_coordinates` carries this out block by block; `h11`, `h12` and `h21` are the three identities just used.

## Counting by rank

In these coordinates

Wᵀ(K − zS)W = diag(wᵢ − z, 1)

Its rank is the number of shell coordinates plus the number of i with wᵢ ≠ z. Subtracting this from the total dimension leaves the number of i with wᵢ = z. Each i is counted at exactly one z, which gives the sum in `count_frequencies`.

The Mathlib device here is the pair `rank_mul_eq_left_of_isUnit_det` and `rank_mul_eq_right_of_isUnit_det`: multiplying by a matrix with invertible determinant, on either side, keeps the rank. The two factors need not be inverse to each other. That suits the present case, where Wᵀ is in general not W⁻¹, so that K and WᵀKW can have different ordinary eigenvalues. `rank_diagonal` then counts the nonzero diagonal entries, and `omega` does the final subtraction.

## The lowest frequency and the frozen-shell bound

Write v = Wc with c = (p, q). Then

v·Kv = Σᵢ wᵢpᵢ² + Σⱼ qⱼ² ≥ (minᵢ wᵢ) Σᵢ pᵢ² = (minᵢ wᵢ) v·Sv

The minimum is attained by a mode. For any smaller z, the equations (wᵢ − z)pᵢ = 0 and qⱼ = 0 force c = 0, so z₀ = minᵢ wᵢ. In Lean, `hmode` transfers the equation of motion to the new coordinates and `hform` the quadratic forms.

For a frozen mode x, let μ = x·Mx > 0. The trial displacement (x, y) gives `htrial`:

z₀μ ≤ aμ + 2 y·Bᵀx + y·Dy

With y = 0 this is z₀ ≤ a. If Bᵀx ≠ 0, let the shells relax, Dy = −Bᵀx. Then y ≠ 0, the right side becomes aμ − y·Dy, and y·Dy > 0 gives z₀ < a.
